# Connected QED diagrams with an external leg have symmetry factor one

If a QED diagram with $n$ vertices is connected and has at least one labelled external leg, only the identity renumbering of its vertices preserves it. Its symmetry factor is therefore 1, and its vertices can be numbered in $n!$ distinct ways.

In perturbative QED, order $n$ of the Dyson series carries a factor $1/n!$, which these $n!$ numberings cancel for diagrams with one fermion species and distinguishable external legs. The cancellation also uses two facts that are assumed here: by Wick's theorem each numbered diagram stands for one contraction, and renumbering the integration points leaves its value unchanged.

```lean
import Mathlib

namespace QEDSymmetryFactor
```

## Vertices, propagators and legs

A QED vertex has three slots: one for an incoming fermion line, one for an outgoing fermion line and one for a photon.

```lean
/-- The three slots of a QED vertex: incoming fermion, outgoing fermion, photon. -/
inductive LegKind
  | fermionIn
  | fermionOut
  | photon
  deriving DecidableEq
```

Write $f(v)$ for the vertex that the fermion propagator leaving $v$ leads to, and $p(v)$ for the vertex at the other end of its photon propagator. Either may be undefined, which Lean writes as `none`. The outgoing slot of $v$ is free if $f(v)$ is undefined, the photon slot if $p(v)$ is undefined, and the incoming slot if no $u$ has $f(u)=v$.

```lean
/-- A slot of a vertex is free if no internal propagator is attached to it. -/
def IsFree {n : ℕ} (next photon : Fin n → Option (Fin n)) : LegKind → Fin n → Prop
  | .fermionIn, v => ∀ u, next u ≠ some v
  | .fermionOut, v => next v = none
  | .photon, v => photon v = none
```

In a diagram, $f$ (`next`) is injective where defined, since a vertex receives only one fermion line. The map $p$ (`photon`) is symmetric and never joins a vertex to itself. The labels in $L$ match the free slots one-to-one, so external legs are distinguishable. Fermion loops are allowed, including a line that returns to its own vertex. Momenta, spins and amplitudes do not appear.

```lean
/-- A QED diagram with `n` numbered vertices: fermion propagators lead from `v` to `next v`,
photon propagators join `v` and `photon v`, and the labels in `L` correspond one-to-one to
the free slots, which are the external legs. -/
@[ext]
structure Diagram (n : ℕ) (L : Type*) where
  next : Fin n → Option (Fin n)
  photon : Fin n → Option (Fin n)
  leg : L → LegKind × Fin n
  next_inj : ∀ u v w, next u = some w → next v = some w → u = v
  photon_symm : ∀ u v, photon u = some v → photon v = some u
  photon_irrefl : ∀ v, photon v ≠ some v
  leg_inj : Function.Injective leg
  leg_range : ∀ k v, (∃ l, leg l = (k, v)) ↔ IsFree next photon k v
```

## Renumbering the vertices

A permutation $\sigma$ of the vertices turns $f$ into $f'(v)=\sigma(f(\sigma^{-1}v))$, and likewise $p$. Hence $f'(v)=w$ exactly when $f(\sigma^{-1}v)=\sigma^{-1}w$.

```lean
variable {n : ℕ} {L : Type*}

/-- A propagator ends at `w` after relabelling exactly if it ended at the preimage of `w`. -/
theorem map_perm_eq_some (σ : Equiv.Perm (Fin n)) (o : Option (Fin n)) (w : Fin n) :
    o.map σ = some w ↔ o = some (σ.symm w) := by
  cases o with
  | none => simp
  | some a => simp [Equiv.eq_symm_apply]
```

A leg at slot $k$ of vertex $v$ moves to slot $k$ of $\sigma v$ and keeps its label. By the equivalence above, every condition on a diagram carries over to its renumbered copy.

```lean
/-- Renumber the vertices of a diagram by `σ`, keeping the labels of the external legs. -/
def relabel (σ : Equiv.Perm (Fin n)) (D : Diagram n L) : Diagram n L where
  next v := (D.next (σ.symm v)).map σ
  photon v := (D.photon (σ.symm v)).map σ
  leg l := ((D.leg l).1, σ (D.leg l).2)
  next_inj u v w hu hv := σ.symm.injective
    (D.next_inj _ _ _ ((map_perm_eq_some σ _ _).1 hu) ((map_perm_eq_some σ _ _).1 hv))
  photon_symm u v h :=
    (map_perm_eq_some σ _ _).2 (D.photon_symm _ _ ((map_perm_eq_some σ _ _).1 h))
  photon_irrefl v h := D.photon_irrefl _ ((map_perm_eq_some σ _ _).1 h)
  leg_inj l l' h :=
    D.leg_inj (Prod.ext (Prod.mk.inj h).1 (σ.injective (Prod.mk.inj h).2))
  leg_range k v := by
    have h1 : (∃ l, ((D.leg l).1, σ (D.leg l).2) = (k, v)) ↔
        ∃ l, D.leg l = (k, σ.symm v) := by
      refine exists_congr fun l => ?_
      simp only [Prod.ext_iff, Equiv.eq_symm_apply]
    refine h1.trans ((D.leg_range k _).trans ?_)
    cases k with
    | fermionIn =>
      change (∀ u, D.next u ≠ some (σ.symm v)) ↔
        ∀ u, (D.next (σ.symm u)).map σ ≠ some v
      constructor
      · intro h u hu
        exact h _ ((map_perm_eq_some σ _ _).1 hu)
      · intro h u hu
        apply h (σ u)
        rw [Equiv.symm_apply_apply, map_perm_eq_some]
        exact hu
    | fermionOut => simp [IsFree]
    | photon => simp [IsFree]
```

The identity changes nothing, and since $(\sigma\tau)^{-1}=\tau^{-1}\sigma^{-1}$, renumbering by $\tau$ and then by $\sigma$ is renumbering by $\sigma\tau$. This is a group action, written `σ • D`.

```lean
/-- Vertex relabelling is an action of the permutation group on diagrams. -/
instance : MulAction (Equiv.Perm (Fin n)) (Diagram n L) where
  smul := relabel
  one_smul D := by
    apply Diagram.ext
    · funext v
      change (D.next v).map id = D.next v
      simp
    · funext v
      change (D.photon v).map id = D.photon v
      simp
    · rfl
  mul_smul σ τ D := by
    apply Diagram.ext
    · funext v
      change (D.next (τ.symm (σ.symm v))).map (σ ∘ τ) =
        ((D.next (τ.symm (σ.symm v))).map τ).map σ
      rw [Option.map_map]
    · funext v
      change (D.photon (τ.symm (σ.symm v))).map (σ ∘ τ) =
        ((D.photon (τ.symm (σ.symm v))).map τ).map σ
      rw [Option.map_map]
    · rfl
```

Two vertices are linked if a propagator leads from one to the other.

```lean
/-- A fermion or photon propagator leads from `u` to `v`. -/
def Diagram.Link (D : Diagram n L) (u v : Fin n) : Prop :=
  D.next u = some v ∨ D.photon u = some v
```

A diagram is connected if chains of links, followed in either direction, join all its vertices. `Relation.EqvGen` is the equivalence relation generated by the links.

```lean
/-- Any two vertices are joined by a chain of propagators, traversed in either direction. -/
def Diagram.Connected (D : Diagram n L) : Prop :=
  ∀ u v, Relation.EqvGen D.Link u v
```

The symmetry factor $S$ is the number of permutations with $\sigma\cdot D=D$. It is the divisor in the weight $1/S$; some texts give the name to $1/S$ itself.

```lean
/-- The symmetry factor: the number of vertex relabellings that preserve the diagram. -/
noncomputable def symmetryFactor (D : Diagram n L) : ℕ :=
  Nat.card (MulAction.stabilizer (Equiv.Perm (Fin n)) D)
```

## A fixed vertex fixes its neighbours

Let $\sigma\cdot D=D$ and $f(u)=v$. Comparing the two fermion maps at $\sigma u$ gives $f(\sigma u)=\sigma v$.

- If $\sigma u=u$, then $\sigma v=f(u)=v$.
- If $\sigma v=v$, then $f(\sigma u)=v=f(u)$, and injectivity gives $\sigma u=u$.

For a photon link the second case uses symmetry instead: $p(\sigma u)=v=p(u)$ gives $\sigma u=p(v)=u$.

```lean
/-- If a relabelling preserves the diagram, it fixes one end of a propagator exactly if it
fixes the other end. -/
theorem fixed_iff_of_link {D : Diagram n L} {σ : Equiv.Perm (Fin n)} (h : σ • D = D)
    {u v : Fin n} (huv : D.Link u v) : σ u = u ↔ σ v = v := by
  rcases huv with huv | huv
  · have hs := congrFun (congrArg Diagram.next h) (σ u)
    change (D.next (σ.symm (σ u))).map σ = D.next (σ u) at hs
    rw [Equiv.symm_apply_apply, huv] at hs
    have hs' : D.next (σ u) = some (σ v) := hs.symm
    constructor
    · intro hu
      rw [hu, huv] at hs'
      exact (Option.some.inj hs').symm
    · intro hv
      rw [hv] at hs'
      exact D.next_inj _ _ _ hs' huv
  · have hs := congrFun (congrArg Diagram.photon h) (σ u)
    change (D.photon (σ.symm (σ u))).map σ = D.photon (σ u) at hs
    rw [Equiv.symm_apply_apply, huv] at hs
    have hs' : D.photon (σ u) = some (σ v) := hs.symm
    constructor
    · intro hu
      rw [hu, huv] at hs'
      exact (Option.some.inj hs').symm
    · intro hv
      rw [hv] at hs'
      exact Option.some.inj ((D.photon_symm _ _ hs').symm.trans (D.photon_symm _ _ huv))
```

A leg labelled $l$ at vertex $v$ must stay where it is, so $\sigma v=v$. Induction along a chain of links then fixes every vertex that the chain reaches. The four cases in `spread` are a single link, the empty chain, reversal and concatenation. The diagram may be disconnected, provided each component has an external leg.

```lean
/-- If every vertex is joined by propagators to an external leg, only the identity
relabelling preserves the diagram. -/
theorem stabilizer_eq_bot (D : Diagram n L)
    (hD : ∀ v, ∃ l, Relation.EqvGen D.Link (D.leg l).2 v) :
    MulAction.stabilizer (Equiv.Perm (Fin n)) D = ⊥ := by
  rw [eq_bot_iff]
  intro σ hσ
  have h : σ • D = D := MulAction.mem_stabilizer_iff.1 hσ
  rw [Subgroup.mem_bot]
  refine Equiv.ext fun v => ?_
  obtain ⟨l, hl⟩ := hD v
  -- the label pins down the vertex that carries the external leg
  have h0 : σ (D.leg l).2 = (D.leg l).2 :=
    congrArg Prod.snd (congrFun (congrArg Diagram.leg h) l)
  -- being fixed spreads along chains of propagators
  have spread : ∀ a b, Relation.EqvGen D.Link a b → (σ a = a ↔ σ b = b) := by
    intro a b hab
    induction hab with
    | rel _ _ hr => exact fixed_iff_of_link h hr
    | refl _ => exact Iff.rfl
    | symm _ _ _ ih => exact ih.symm
    | trans _ _ _ _ _ ih1 ih2 => exact ih1.trans ih2
  exact (spread _ _ hl).1 h0
```

## Counting the numberings

By the orbit–stabilizer theorem, the number of distinct renumbered copies times $S$ is the order of the permutation group, $n!$.

```lean
/-- The number of distinct relabelled copies of a diagram times its symmetry factor is `n!`. -/
theorem card_orbit_mul_symmetryFactor (D : Diagram n L) :
    Nat.card (MulAction.orbit (Equiv.Perm (Fin n)) D) * symmetryFactor D = n.factorial := by
  rw [symmetryFactor, ← Nat.card_prod,
    Nat.card_congr (MulAction.orbitProdStabilizerEquivGroup (Equiv.Perm (Fin n)) D),
    Nat.card_eq_fintype_card, Fintype.card_perm, Fintype.card_fin]
```

In a connected diagram, any one external leg reaches every vertex. Thus $S=1$, and there are $n!$ copies.

```lean
/-- A connected QED diagram with at least one external leg has symmetry factor one, and its
vertices can be numbered in `n!` distinct ways. -/
theorem symmetryFactor_eq_one [Nonempty L] (D : Diagram n L) (hD : D.Connected) :
    symmetryFactor D = 1 ∧
      Nat.card (MulAction.orbit (Equiv.Perm (Fin n)) D) = n.factorial := by
  have hS : symmetryFactor D = 1 := by
    rw [symmetryFactor, stabilizer_eq_bot D fun v => ⟨Classical.arbitrary L, hD _ v⟩]
    simp
  refine ⟨hS, ?_⟩
  have h := card_orbit_mul_symmetryFactor D
  rwa [hS, mul_one] at h
```

## Two diagrams of second order

With two vertices, one propagator between them is enough for connectedness.

```lean
/-- A two-vertex diagram with a propagator from vertex 0 to vertex 1 is connected. -/
theorem connected_of_link (D : Diagram 2 L) (h : D.Link 0 1) : D.Connected := by
  have h01 : Relation.EqvGen D.Link 0 1 := .rel _ _ h
  intro u v
  fin_cases u <;> fin_cases v
  exacts [.refl _, h01, .symm _ _ h01, .refl _]
```

In the one-loop electron self-energy, the electron enters at vertex 0 and leaves at vertex 1.

```lean
/-- The one-loop electron self-energy: an electron enters at vertex 0 and leaves at vertex 1,
and a photon joins the two vertices. -/
def selfEnergy : Diagram 2 (Fin 2) where
  next := ![some 1, none]
  photon := ![some 1, some 0]
  leg := ![(.fermionIn, 0), (.fermionOut, 1)]
  next_inj := by decide
  photon_symm := by decide
  photon_irrefl := by decide
  leg_inj := by decide
  leg_range := by
    intro k v
    cases k <;> simp only [IsFree] <;> revert v <;> decide
```

Swapping the vertices gives a different diagram, in which the electron enters at 1. There are 2 copies, each weighted by $1/2!$, and the total weight is $2\cdot\tfrac12=1$.

```lean
/-- The one-loop electron self-energy is connected and has symmetry factor one. -/
theorem selfEnergy_witness : selfEnergy.Connected ∧ symmetryFactor selfEnergy = 1 := by
  have h := connected_of_link selfEnergy (Or.inl rfl)
  exact ⟨h, (symmetryFactor_eq_one selfEnergy h).1⟩
```

The second example is a vacuum diagram: the fermion line closes, $0\to1\to0$, and there are no legs. It is not the only connected vacuum diagram with two vertices, since a photon can also join two vertices whose fermion lines each return to their own vertex.

```lean
/-- The two-vertex vacuum diagram: a closed fermion loop whose vertices exchange a photon. -/
def vacuumBubble : Diagram 2 Empty where
  next := ![some 1, some 0]
  photon := ![some 1, some 0]
  leg := fun l => l.elim
  next_inj := by decide
  photon_symm := by decide
  photon_irrefl := by decide
  leg_inj := fun l => l.elim
  leg_range := by
    intro k v
    cases k <;> simp only [IsFree] <;> revert v <;> decide
```

Now the swap reproduces the same diagram. There is 1 copy, $S=2$, and the weight is $\tfrac12$. Connectedness alone therefore does not give $S=1$.

```lean
/-- The two-vertex vacuum diagram is connected, but its symmetry factor is two. -/
theorem vacuumBubble_symmetryFactor :
    vacuumBubble.Connected ∧ symmetryFactor vacuumBubble = 2 := by
  refine ⟨connected_of_link vacuumBubble (Or.inl rfl), ?_⟩
  have key : ∀ (σ : Equiv.Perm (Fin 2)) (v : Fin 2),
      Option.map σ ((![some 1, some 0] : Fin 2 → Option (Fin 2)) (σ.symm v)) =
        (![some 1, some 0] : Fin 2 → Option (Fin 2)) v := by decide
  -- both relabellings preserve the diagram
  have htop : MulAction.stabilizer (Equiv.Perm (Fin 2)) vacuumBubble = ⊤ := by
    rw [eq_top_iff]
    intro σ _
    exact MulAction.mem_stabilizer_iff.2
      (Diagram.ext (funext (key σ)) (funext (key σ)) (funext fun l => l.elim))
  rw [symmetryFactor, htop, Subgroup.card_top]
  simp [Nat.card_eq_fintype_card, Fintype.card_perm]

end QEDSymmetryFactor
```

```lean
#print axioms QEDSymmetryFactor.symmetryFactor_eq_one
#print axioms QEDSymmetryFactor.vacuumBubble_symmetryFactor
```

```
'QEDSymmetryFactor.symmetryFactor_eq_one' depends on axioms: [propext, Classical.choice, Quot.sound]
'QEDSymmetryFactor.vacuumBubble_symmetryFactor' depends on axioms: [propext, Classical.choice, Quot.sound]
```

The spreading argument also limits connected vacuum diagrams, a consequence derived here only informally. A symmetry that fixes one vertex fixes them all, so the symmetries split the $n$ vertices into classes of exactly $S$ members each, and $S$ divides $n$.
